# With zero total momentum, masses and charges fix the transport numbers of a two-species ionic melt

Take one cation of charge $+1$ and mass 23 and one anion of charge $-1$ and mass 35, moving on a line with total momentum zero. Whenever the cation moves by $35$, the anion moves by $-23$. The charge displacement is $35+23=58$, of which the cation carries the fraction $35/58$. The force between the ions can change how far they move, but not this fraction.

## Two linear relations for two transport numbers

In a melt, let $X_i$ be the summed displacement of all ions of species $i$ over a time interval, $z_i$ the ionic charge and $m_i$ the ionic mass, with $i=0$ for cations and $i=1$ for anions. Put $J=z_0X_0+z_1X_1$ and define the transport number
$$t_i=\frac{z_i\langle X_i\cdot J\rangle}{\langle J^2\rangle}.$$

Assume $m_0,m_1>0$, $z_0>0>z_1$, $\langle X_0^2\rangle>0$ and $m_0X_0+m_1X_1=0$. The last condition is zero total momentum, integrated over time. With $D=z_0m_1-z_1m_0>0$,
$$m_1J=z_0m_1X_0+z_1m_1X_1=z_0m_1X_0-z_1m_0X_0=DX_0.$$
Hence $m_1^2\langle J^2\rangle=D^2\langle X_0^2\rangle>0$, and the $t_i$ are well defined.

Write $A_i=\langle X_i\cdot J\rangle$ and $S=\langle J^2\rangle$. Averaging the scalar products of $J$ with its own definition and with the momentum condition gives
$$z_0A_0+z_1A_1=S,\qquad m_0A_0+m_1A_1=0.$$
The second relation gives $A_1=-m_0A_0/m_1$. Inserted into the first, it yields $A_0=m_1S/D$, and so $A_1=-m_0S/D$. Therefore
$$t_0=\frac{z_0m_1}{D},\qquad t_1=\frac{-z_1m_0}{D}.$$

For simulations of a melt with two ionic species and no solvent, this means that transport numbers computed in the zero-momentum frame carry no information about the force field.

The momentum condition is needed: for $m_0=m_1=1$, $z_0=1$, $z_1=-1$ and a single outcome with $X_0=1$, $X_1=0$, one finds $t_0=1$, whereas the formula gives $1/2$.

## Averages, charge displacement and transport number in Lean

`Ω` is the finite set of outcomes, for instance sampled time origins of a trajectory; `ι` labels the species, and displacements lie in a real inner product space `E`, such as three-dimensional space.

```lean
import Mathlib

open scoped InnerProductSpace

namespace IonicTransportNumbers

noncomputable section

variable {Ω ι E : Type*} [Fintype Ω] [Fintype ι]
  [NormedAddCommGroup E] [InnerProductSpace ℝ E]
```

Interactions enter only through the weights `w` and the displacements `X`. The passage from a finite sample at one time interval to the long-time limit of an infinite ensemble is left to the reader's physics.

```lean
/-- The average of an observable `f` over finitely many outcomes with statistical weights `w`,
which need not be normalised but must have a nonzero total. -/
def avg (w f : Ω → ℝ) : ℝ := (∑ ω, w ω * f ω) / ∑ ω, w ω
```

The name `current` stands for the displacement $J$, the time integral of the usual electric current.

```lean
/-- The charge displacement `J = ∑ zᵢ Xᵢ` of species with charges `zᵢ` and collective
displacements `Xᵢ`. -/
def current (z : ι → ℝ) (X : ι → Ω → E) (ω : Ω) : E := ∑ i, z i • X i ω

/-- The transport number `zᵢ ⟨Xᵢ · J⟩ / ⟨J²⟩` of species `i`, defined when `⟨J²⟩` is nonzero. -/
def transport (w : Ω → ℝ) (z : ι → ℝ) (X : ι → Ω → E) (i : ι) : ℝ :=
  z i * avg w (fun ω => ⟪X i ω, current z X ω⟫_ℝ) / avg w (fun ω => ‖current z X ω‖ ^ 2)
```

## Sum rules for any number of species

Averages are linear.

```lean
/-- A constant factor can be taken out of an average. -/
theorem avg_mul (w f : Ω → ℝ) (c : ℝ) : avg w (fun ω => c * f ω) = c * avg w f := by
  unfold avg
  rw [← mul_div_assoc, Finset.mul_sum]
  congr 1
  exact Finset.sum_congr rfl (fun ω _ => by ring)

/-- The average of a sum over species is the sum of the averages. -/
theorem avg_sum (w : Ω → ℝ) (f : ι → Ω → ℝ) :
    avg w (fun ω => ∑ i, f i ω) = ∑ i, avg w (f i) := by
  simp only [avg, Finset.mul_sum]
  rw [← Finset.sum_div, Finset.sum_comm]
```

The charges are moved into the scalar products, whose sum is then $J\cdot J$. Dividing by its average gives $\sum_i t_i=1$.

```lean
/-- The transport numbers of all species add up to one if the mean square charge displacement
is nonzero. -/
theorem sum_transport (w : Ω → ℝ) (z : ι → ℝ) (X : ι → Ω → E)
    (hS : avg w (fun ω => ‖current z X ω‖ ^ 2) ≠ 0) :
    ∑ i, transport w z X i = 1 := by
  have key : (fun ω => ∑ i, z i * ⟪X i ω, current z X ω⟫_ℝ)
      = fun ω => ‖current z X ω‖ ^ 2 := by
    funext ω
    simp only [← real_inner_smul_left]
    rw [← sum_inner, ← real_inner_self_eq_norm_sq]
    rfl
  simp only [transport, ← avg_mul]
  rw [← Finset.sum_div, ← avg_sum, key, div_self hS]
```

With masses in place of charges, the same regrouping produces the scalar product of $\sum_i m_iX_i=0$ with $J$.

```lean
/-- If the mass-weighted displacements cancel in every outcome, the mass-weighted correlations
of the species with the charge displacement cancel too, for any number of species. -/
theorem momentum_sum_rule (w : Ω → ℝ) (m z : ι → ℝ) (X : ι → Ω → E)
    (hmom : ∀ ω, ∑ i, m i • X i ω = 0) :
    ∑ i, m i * avg w (fun ω => ⟪X i ω, current z X ω⟫_ℝ) = 0 := by
  have key : (fun ω => ∑ i, m i * ⟪X i ω, current z X ω⟫_ℝ) = fun _ => 0 := by
    funext ω
    simp only [← real_inner_smul_left]
    rw [← sum_inner, hmom ω, inner_zero_left]
  simp only [← avg_mul]
  rw [← avg_sum, key]
  simp [avg]
```

## The two-species result

The inner statement `hpt` is $m_1J=DX_0$, obtained by adding $z_1$ times the momentum condition. Squaring norms and averaging gives the relation between $\langle J^2\rangle$ and $\langle X_0^2\rangle$.

```lean
/-- For two species whose mass-weighted displacements cancel, `m₁²` times the mean square charge
displacement equals `(z₀ m₁ - z₁ m₀)²` times the mean square displacement of species 0. -/
theorem mean_sq_current (w : Ω → ℝ) (m z : Fin 2 → ℝ) (X : Fin 2 → Ω → E)
    (hmom : ∀ ω, ∑ i, m i • X i ω = 0) :
    m 1 ^ 2 * avg w (fun ω => ‖current z X ω‖ ^ 2)
      = (z 0 * m 1 - z 1 * m 0) ^ 2 * avg w (fun ω => ‖X 0 ω‖ ^ 2) := by
  -- in each outcome `m₁ J = (z₀ m₁ - z₁ m₀) X₀`
  have hpt : ∀ ω, m 1 • current z X ω = (z 0 * m 1 - z 1 * m 0) • X 0 ω := by
    intro ω
    have h := hmom ω
    rw [Fin.sum_univ_two] at h
    simp only [current, Fin.sum_univ_two]
    linear_combination (norm := module) z 1 • h
  rw [← avg_mul, ← avg_mul]
  congr 1
  funext ω
  have h := congrArg (fun v => ‖v‖ ^ 2) (hpt ω)
  simpa only [norm_smul, mul_pow, Real.norm_eq_abs, sq_abs] using h
```

The main theorem assumes the signs of masses and charges, the momentum condition `hmom` in every outcome, and `hX`, which says that the summed cation displacement has a positive mean square. Neutrality is not required. In the proof, `hD` and `hS` are $D>0$ and $S>0$, while `h1` and `h2` are the two linear relations. After cross-multiplication, `linear_combination` carries out the elimination.

```lean
/-- For a cation and an anion species with positive masses, cancelling mass-weighted displacements
and a positive mean square cation displacement, masses and charges alone fix both transport
numbers. -/
theorem transport_two_species (w : Ω → ℝ) (m z : Fin 2 → ℝ) (X : Fin 2 → Ω → E)
    (hm0 : 0 < m 0) (hm1 : 0 < m 1) (hz0 : 0 < z 0) (hz1 : z 1 < 0)
    (hmom : ∀ ω, ∑ i, m i • X i ω = 0) (hX : 0 < avg w (fun ω => ‖X 0 ω‖ ^ 2)) :
    transport w z X 0 = z 0 * m 1 / (z 0 * m 1 - z 1 * m 0) ∧
      transport w z X 1 = -(z 1 * m 0) / (z 0 * m 1 - z 1 * m 0) := by
  have hD : 0 < z 0 * m 1 - z 1 * m 0 := by
    linarith [mul_pos hz0 hm1, mul_neg_of_neg_of_pos hz1 hm0]
  -- the mean square current is positive, so the transport numbers are well defined
  have hS : 0 < avg w (fun ω => ‖current z X ω‖ ^ 2) := by
    have h : 0 < m 1 ^ 2 * avg w (fun ω => ‖current z X ω‖ ^ 2) := by
      rw [mean_sq_current w m z X hmom]
      exact mul_pos (pow_pos hD 2) hX
    exact (mul_pos_iff_of_pos_left (pow_pos hm1 2)).1 h
  -- two linear relations for the two correlations with the current
  have h1 := sum_transport w z X hS.ne'
  simp only [transport, Fin.sum_univ_two] at h1
  rw [← add_div, div_eq_one_iff_eq hS.ne'] at h1
  have h2 := momentum_sum_rule w m z X hmom
  rw [Fin.sum_univ_two] at h2
  unfold transport
  constructor
  · rw [div_eq_div_iff hS.ne' hD.ne']
    linear_combination z 0 * m 1 * h1 - z 0 * z 1 * h2
  · rw [div_eq_div_iff hS.ne' hD.ne']
    linear_combination -(z 1 * m 0) * h1 + z 0 * z 1 * h2
```

The opening example, taken with both signs of the displacement, satisfies `hmom` and `hX`.

```lean
/-- Two equally likely outcomes with opposite displacements, for masses 23 and 35, have cancelling
mass-weighted displacements and a positive mean square displacement of the first species. -/
theorem transport_two_species_witness :
    let m : Fin 2 → ℝ := ![23, 35]
    let X : Fin 2 → Fin 2 → ℝ := ![![35, -35], ![-23, 23]]
    (∀ ω, ∑ i, m i • X i ω = 0) ∧ 0 < avg (fun _ => 1) (fun ω => ‖X 0 ω‖ ^ 2) := by
  intro m X
  constructor
  · intro ω
    fin_cases ω <;> simp [m, X, Fin.sum_univ_two] <;> norm_num
  · simp [X, avg, Fin.sum_univ_two]
```

## Changing the frame, adding a species

Suppose a change of frame displaces every ion by a further $aJ$, so that $X_i$ gains $N_iaJ$ for $N_i$ ions. Neutrality, $\sum_i z_iN_i=0$, leaves $J$ unchanged, and $A_i$ grows by $N_iaS$. Thus $t_i$ shifts by $az_iN_i$, and a comparison with experiment must use the same frame.

```lean
/-- In a neutral system with `Nᵢ` ions of charge `zᵢ` and nonzero `⟨J²⟩`, displacing every ion by
a further `a J` through a change of reference frame shifts the transport number of species `i`
by `a zᵢ Nᵢ`. -/
theorem transport_frame_shift (w : Ω → ℝ) (z N : ι → ℝ) (X : ι → Ω → E) (a : ℝ)
    (hN : ∑ i, z i * N i = 0) (hS : avg w (fun ω => ‖current z X ω‖ ^ 2) ≠ 0) (i : ι) :
    transport w z (fun j ω => X j ω + N j • a • current z X ω) i
      = transport w z X i + a * (z i * N i) := by
  -- neutrality makes the current independent of the frame
  have hV : ∀ V : Ω → E, current z (fun j ω => X j ω + N j • V ω) = current z X := by
    intro V
    funext ω
    simp only [current, smul_add, Finset.sum_add_distrib, smul_smul, ← Finset.sum_smul, hN,
      zero_smul, add_zero]
  have hJ : current z (fun j ω => X j ω + N j • a • current z X ω) = current z X :=
    hV fun ω => a • current z X ω
  have hA : avg w (fun ω => ⟪X i ω + N i • a • current z X ω, current z X ω⟫_ℝ)
      = avg w (fun ω => ⟪X i ω, current z X ω⟫_ℝ)
        + N i * a * avg w (fun ω => ‖current z X ω‖ ^ 2) := by
    rw [← avg_mul]
    simp only [avg, inner_add_left, real_inner_smul_left, real_inner_self_eq_norm_sq, mul_add,
      Finset.sum_add_distrib, add_div, mul_assoc]
  simp only [transport, hJ, hA]
  rw [div_add' _ _ _ hS]
  congr 1
  ring
```

With three species, momentum conservation no longer suffices. For equal masses and charges $1,-1,-2$, the displacements $(1,-1,0)$ give $J=2$ and $t_0=2/4=1/2$, while $(1,0,-1)$ give $J=3$ and $t_0=3/9=1/3$. Lean evaluates both patterns by simplification.

```lean
/-- Three species of equal mass with charges 1, -1, -2 admit two displacement patterns with
cancelling mass-weighted displacements in which the cation has transport numbers 1/2 and 1/3. -/
theorem three_species_not_fixed :
    let z : Fin 3 → ℝ := ![1, -1, -2]
    let X : Fin 3 → Unit → ℝ := fun i _ => ![1, -1, 0] i
    let Y : Fin 3 → Unit → ℝ := fun i _ => ![1, 0, -1] i
    (∀ ω, ∑ i, (1 : ℝ) • X i ω = 0) ∧ (∀ ω, ∑ i, (1 : ℝ) • Y i ω = 0) ∧
      transport (fun _ => 1) z X 0 = 1 / 2 ∧ transport (fun _ => 1) z Y 0 = 1 / 3 := by
  intro z X Y
  refine ⟨?_, ?_, ?_, ?_⟩ <;>
    simp [z, X, Y, transport, avg, current, Fin.sum_univ_three] <;> norm_num

end

end IonicTransportNumbers
```

```lean
#print axioms IonicTransportNumbers.transport_two_species
-- 'IonicTransportNumbers.transport_two_species' depends on axioms: [propext, Classical.choice, Quot.sound]
#print axioms IonicTransportNumbers.transport_frame_shift
-- 'IonicTransportNumbers.transport_frame_shift' depends on axioms: [propext, Classical.choice, Quot.sound]
#print axioms IonicTransportNumbers.three_species_not_fixed
-- 'IonicTransportNumbers.three_species_not_fixed' depends on axioms: [propext, Classical.choice, Quot.sound]
```
